# tr((P + m)ⁿ) = N((m + s)ⁿ + (m − s)ⁿ)/2 for a traceless complex N×N matrix P with P² = s²

Take the square of P + m, where P is a complex N×N matrix with P² = s²·1 and tr P = 0, and m and s are complex numbers. Since P commutes with the identity,

(P + m)² = P² + 2mP + m² = (m² + s²)·1 + 2mP.

The trace removes the term in P and leaves

tr((P + m)²) = N(m² + s²) = N((m + s)² + (m − s)²)/2.

Two things happened here. The condition on P² turned a quadratic expression into a combination of 1 and P, and the condition on tr P discarded one of the two terms. Both work for every power n.

In quantum electrodynamics P is a slashed momentum, a four-momentum p contracted with the Dirac matrices. The condition P² = s²·1 then expresses the Clifford relation, with s a square root of the invariant p·p, and tr P = 0 holds because the Dirac matrices are traceless. The number m is the fermion mass and need not equal s, so the momentum may be off shell. Powers of P + m appear in the numerator when free-fermion propagators with one common momentum are joined by scalar mass insertions; chains with different momenta, or with Dirac matrices between the factors, are not covered.

```lean
import Mathlib

open Matrix

namespace SlashedMomentumTrace

noncomputable section
```

## Two coefficients for every power

Every power should have the form

(P + m)ⁿ = eₙ·1 + bₙP.

If P had the number s as its value, the right-hand side would be (m + s)ⁿ; with −s it would be (m − s)ⁿ. Half the sum of these two isolates the coefficient of the identity:

eₙ = ((m + s)ⁿ + (m − s)ⁿ)/2.

```lean
/-- The mean of the `n`-th powers of `m + s` and `m - s`. -/
def evenPart (m s : ℂ) (n : ℕ) : ℂ := ((m + s) ^ n + (m - s) ^ n) / 2
```

In Lean eₙ is `evenPart m s n`. It is unchanged when s is replaced by −s, so it does not matter which square root of p·p is chosen.

Half the difference of the two powers gives s·bₙ, and solving for bₙ would require s ≠ 0. That would exclude a lightlike momentum. Multiplying eₙ·1 + bₙP by one more factor P + m shows how bₙ can be obtained without dividing: the new coefficient of P receives eₙ from the factor P and m·bₙ from the factor m. Hence

b₀ = 0, bₙ₊₁ = eₙ + m·bₙ.

```lean
/-- The numbers `bₙ` defined by `b₀ = 0` and `bₙ₊₁ = eₙ + m bₙ`, where `eₙ` is `evenPart m s n`. -/
def slashCoeff (m s : ℂ) : ℕ → ℂ
  | 0 => 0
  | n + 1 => evenPart m s n + m * slashCoeff m s n
```

The function `slashCoeff` is this recursion. It makes sense for every s, including s = 0, where by hand it gives bₙ = n·mⁿ⁻¹ for n ≥ 1.

The relation to the difference of powers is now something to prove:

s·bₙ = ((m + s)ⁿ − (m − s)ⁿ)/2.

At n = 0 both sides vanish. For the induction step, write A = (m + s)ⁿ and B = (m − s)ⁿ. Then

s·bₙ₊₁ = s·eₙ + m·(s·bₙ) = s(A + B)/2 + m(A − B)/2 = ((m + s)A − (m − s)B)/2,

which is the claim for n + 1.

```lean
/-- Multiplied by `s`, the number `slashCoeff m s n` is half the difference of the `n`-th powers of
`m + s` and `m - s`. -/
theorem mul_slashCoeff (m s : ℂ) (n : ℕ) :
    s * slashCoeff m s n = ((m + s) ^ n - (m - s) ^ n) / 2 := by
  induction n with
  | zero => simp [slashCoeff]
  | succ n ih =>
    have hb : slashCoeff m s (n + 1) = evenPart m s n + m * slashCoeff m s n := rfl
    rw [hb, evenPart, pow_succ, pow_succ]
    linear_combination m * ih
```

The auxiliary equation `hb` is the recursion itself and holds by definition. After the powers have been split, `linear_combination m * ih` carries out the displayed computation, with `ih` the formula for n.

## Reducing the n-th power

Suppose (P + m)ⁿ = eₙ·1 + bₙP. Multiplying by P + m and using P² = s²·1 gives

(P + m)ⁿ⁺¹ = (m·eₙ + s²·bₙ)·1 + (eₙ + m·bₙ)P.

The coefficient of P is bₙ₊₁ by definition. The coefficient of the identity must be compared with eₙ₊₁. With A and B as before,

eₙ₊₁ = ((m + s)A + (m − s)B)/2 = m(A + B)/2 + s(A − B)/2 = m·eₙ + s·(s·bₙ).

The two agree. At n = 0 the formula reads 1 = 1, because e₀ = 1 and b₀ = 0.

```lean
/-- If `P² = s²`, every power of `P + m` is a combination of the identity and `P`. -/
theorem add_mass_pow {N : ℕ} (P : Matrix (Fin N) (Fin N) ℂ) (s m : ℂ)
    (hP : P * P = (s ^ 2) • (1 : Matrix (Fin N) (Fin N) ℂ)) (n : ℕ) :
    (P + m • (1 : Matrix (Fin N) (Fin N) ℂ)) ^ n
      = evenPart m s n • (1 : Matrix (Fin N) (Fin N) ℂ) + slashCoeff m s n • P := by
  induction n with
  | zero => simp [evenPart, slashCoeff]
  | succ n ih =>
    have hb : slashCoeff m s (n + 1) = evenPart m s n + m * slashCoeff m s n := rfl
    -- the identity part is fed by `m` and, through `P² = s²`, by the slashed part
    have he : evenPart m s (n + 1) = m * evenPart m s n + s ^ 2 * slashCoeff m s n := by
      have h := mul_slashCoeff m s n
      simp only [evenPart, pow_succ (m + s) n, pow_succ (m - s) n]
      linear_combination (-s) * h
    rw [pow_succ, ih, he, hb]
    simp only [add_mul, mul_add, smul_mul_assoc, mul_smul_comm, one_mul, mul_one, hP]
    module
```

The theorem `add_mass_pow` takes P as a `Matrix (Fin N) (Fin N) ℂ`, writes the mass term as `m • 1`, and assumes only the condition on P², named `hP`. The trace plays no part yet. In the proof, `he` is the comparison of identity coefficients. The call to `simp only` multiplies out the product and replaces P² by means of `hP`; `module` then compares the coefficients of 1 and P on the two sides.

The recursion for bₙ avoids a division by s, and `linear_combination` lets the proof use the relation for s·bₙ as it stands. Given an equation h: X = Y and a coefficient c, it proves a goal L = R by checking that

L − R − c(X − Y) = 0

is an identity of commutative algebra. In `he` the known equation is s·bₙ = (A − B)/2, and the goal differs from it by the factor −s:

eₙ₊₁ − (m·eₙ + s²·bₙ) = −s·(s·bₙ − (A − B)/2).

This is why the coefficient in the code is `(-s)`. The known equation is multiplied by s and never solved for bₙ, so s = 0 needs no separate case.

## Taking the trace

The trace is linear, tr 1 = N and tr P = 0. Therefore

tr((P + m)ⁿ) = N·eₙ + bₙ·tr P = N((m + s)ⁿ + (m − s)ⁿ)/2.

```lean
/-- Trace theorem: for a traceless `N × N` matrix with `P² = s²`, the trace of `(P + m)ⁿ`
is `N ((m + s)ⁿ + (m - s)ⁿ) / 2`. -/
theorem trace_add_mass_pow {N : ℕ} (P : Matrix (Fin N) (Fin N) ℂ) (s m : ℂ)
    (hP : P * P = (s ^ 2) • (1 : Matrix (Fin N) (Fin N) ℂ)) (hT : P.trace = 0) (n : ℕ) :
    ((P + m • (1 : Matrix (Fin N) (Fin N) ℂ)) ^ n).trace
      = N * ((m + s) ^ n + (m - s) ^ n) / 2 := by
  rw [add_mass_pow P s m hP n]
  simp only [Matrix.trace_add, Matrix.trace_smul, Matrix.trace_one, hT, Fintype.card_fin,
    smul_eq_mul, evenPart]
  ring
```

In words, `trace_add_mass_pow` says that for every size N, every complex N×N matrix P satisfying `hP` and `hT`, every complex m and every natural n, the trace has the stated value. Here `hT` is the condition tr P = 0. Neither hermiticity of P nor reality of s is required: a spacelike real momentum has p·p < 0 and an imaginary s, and it falls under the same formula. For s = 0 the trace is N·mⁿ. The proof substitutes the reduced power, evaluates the traces of 1 and P, and finishes with arithmetic.

If one more factor P stands under the trace, the roles of the two terms are exchanged:

tr(P(P + m)ⁿ) = eₙ·tr P + bₙ·tr P² = N·s²·bₙ = N·s((m + s)ⁿ − (m − s)ⁿ)/2.

```lean
/-- With one additional factor `P` under the trace, the sum of the two powers is replaced by
`s` times their difference. -/
theorem trace_mul_add_mass_pow {N : ℕ} (P : Matrix (Fin N) (Fin N) ℂ) (s m : ℂ)
    (hP : P * P = (s ^ 2) • (1 : Matrix (Fin N) (Fin N) ℂ)) (hT : P.trace = 0) (n : ℕ) :
    (P * (P + m • (1 : Matrix (Fin N) (Fin N) ℂ)) ^ n).trace
      = N * s * ((m + s) ^ n - (m - s) ^ n) / 2 := by
  have h := mul_slashCoeff m s n
  rw [add_mass_pow P s m hP n]
  simp only [mul_add, mul_smul_comm, mul_one, hP, Matrix.trace_add, Matrix.trace_smul,
    Matrix.trace_one, hT, Fintype.card_fin, smul_eq_mul]
  linear_combination (N * s) * h
```

The last equality multiplies the relation for s·bₙ by N·s, and this is the coefficient given to `linear_combination`.

The condition on the trace is also necessary. At m = 0 and n = 1 the formula reads

tr P = N(s + (−s))/2 = 0.

```lean
/-- For a matrix with `P² = s²`, the trace formula holds for all masses and all powers
exactly when `P` is traceless. -/
theorem trace_formula_iff {N : ℕ} (P : Matrix (Fin N) (Fin N) ℂ) (s : ℂ)
    (hP : P * P = (s ^ 2) • (1 : Matrix (Fin N) (Fin N) ℂ)) :
    (∀ (m : ℂ) (n : ℕ), ((P + m • (1 : Matrix (Fin N) (Fin N) ℂ)) ^ n).trace
      = N * ((m + s) ^ n + (m - s) ^ n) / 2) ↔ P.trace = 0 := by
  constructor
  · intro h
    -- the first power at zero mass is `P` itself
    simpa using h 0 1
  · intro hT m n
    exact trace_add_mass_pow P s m hP hT n
```

`trace_formula_iff` states the equivalence for a matrix that already satisfies P² = s²·1. In the forward direction the proof evaluates the assumed formula at that single point, `h 0 1`; the reverse direction is the trace theorem. The matrix P = s·1 with s ≠ 0 and N ≥ 1 illustrates the role of the trace: it has the right square, but its trace is N·s and the formula fails.

## Powers on the mass shell

If s = m, the square of P + m is proportional to P + m:

(P + m)² = m² + 2mP + m² = 2m(P + m).

Each further factor contributes another 2m, so that

(P + m)ⁿ⁺¹ = (2m)ⁿ(P + m).

```lean
/-- On the mass shell, `P² = m²`, the powers of `P + m` are multiples of `P + m`:
`(P + m)ⁿ⁺¹ = (2m)ⁿ (P + m)`. -/
theorem on_shell_pow {N : ℕ} (P : Matrix (Fin N) (Fin N) ℂ) (m : ℂ)
    (hP : P * P = (m ^ 2) • (1 : Matrix (Fin N) (Fin N) ℂ)) (n : ℕ) :
    (P + m • (1 : Matrix (Fin N) (Fin N) ℂ)) ^ (n + 1)
      = (2 * m) ^ n • (P + m • (1 : Matrix (Fin N) (Fin N) ℂ)) := by
  have hsq : (P + m • (1 : Matrix (Fin N) (Fin N) ℂ)) * (P + m • 1)
      = (2 * m) • (P + m • (1 : Matrix (Fin N) (Fin N) ℂ)) := by
    simp only [add_mul, mul_add, smul_mul_assoc, mul_smul_comm, one_mul, mul_one, hP]
    module
  induction n with
  | zero => simp
  | succ n ih => rw [pow_succ, ih, smul_mul_assoc, hsq, smul_smul, ← pow_succ]
```

The equation `hsq` is the first line, and the induction applies it once per step. For m ≠ 0 this is the familiar fact that (P + m)/(2m) is a projector, which for a Dirac particle at positive energy selects the particle spinors. Tracelessness is not assumed here, since the identity concerns the matrices themselves.

## The Dirac matrices

The general theorem assumes its two conditions on P. For a slashed momentum they can be derived from explicit matrices. In the chiral representation, with 2×2 blocks and Pauli matrices σᵢ, γ⁰ has the identity in both off-diagonal blocks, while γⁱ has σᵢ in the upper right block and −σᵢ in the lower left.

```lean
/-- The four Dirac matrices with upper index in the chiral representation. -/
def gamma : Fin 4 → Matrix (Fin 4) (Fin 4) ℂ :=
  ![!![0, 0, 1, 0; 0, 0, 0, 1; 1, 0, 0, 0; 0, 1, 0, 0],
    !![0, 0, 0, 1; 0, 0, 1, 0; 0, -1, 0, 0; -1, 0, 0, 0],
    !![0, 0, 0, -Complex.I; 0, 0, Complex.I, 0; 0, Complex.I, 0, 0; -Complex.I, 0, 0, 0],
    !![0, 0, 1, 0; 0, 0, 0, -1; -1, 0, 0, 0; 0, 1, 0, 0]]
```

Let p₀, p₁, p₂, p₃ denote the contravariant components of p, numbered as in the code. Lowering the spatial indices with signature (+,−,−,−) produces the minus signs in

P = p₀γ⁰ − p₁γ¹ − p₂γ² − p₃γ³.

```lean
/-- The slashed momentum of a four-vector with contravariant components `p`. -/
def diracSlash (p : Fin 4 → ℂ) : Matrix (Fin 4) (Fin 4) ℂ :=
  p 0 • gamma 0 - p 1 • gamma 1 - p 2 • gamma 2 - p 3 • gamma 3
```

The corresponding invariant is

p·p = p₀² − p₁² − p₂² − p₃².

```lean
/-- The Minkowski square `p·p` with signature `(+,-,-,-)`. -/
def minkowskiSq (p : Fin 4 → ℂ) : ℂ := p 0 ^ 2 - p 1 ^ 2 - p 2 ^ 2 - p 3 ^ 2
```

The components may be complex, and the squares are taken without complex conjugation.

Write p⃗·σ = p₁σ₁ + p₂σ₂ + p₃σ₃. The matrix P has zero diagonal blocks, p₀ − p⃗·σ in the upper right block and p₀ + p⃗·σ in the lower left. Its trace is therefore zero. Its square is block diagonal, and because (p⃗·σ)² = p₁² + p₂² + p₃², both blocks equal

(p₀ − p⃗·σ)(p₀ + p⃗·σ) = p₀² − p₁² − p₂² − p₃² = p·p.

```lean
/-- The slashed momentum squares to `p·p` times the identity, and its trace vanishes. -/
theorem diracSlash_sq_and_trace (p : Fin 4 → ℂ) :
    diracSlash p * diracSlash p = minkowskiSq p • (1 : Matrix (Fin 4) (Fin 4) ℂ)
      ∧ (diracSlash p).trace = 0 := by
  -- write the slashed momentum out as a single matrix
  have h : diracSlash p =
      !![0, 0, p 0 - p 3, -p 1 + Complex.I * p 2;
         0, 0, -p 1 - Complex.I * p 2, p 0 + p 3;
         p 0 + p 3, p 1 - Complex.I * p 2, 0, 0;
         p 1 + Complex.I * p 2, p 0 - p 3, 0, 0] := by
    ext i j
    fin_cases i <;> fin_cases j <;> simp [diracSlash, gamma] <;> ring
  rw [h]
  constructor
  · ext i j
    fin_cases i <;> fin_cases j <;>
      simp [Matrix.mul_apply, Fin.sum_univ_succ, minkowskiSq] <;>
      first
        | ring1
        | linear_combination (p 2) ^ 2 * Complex.I_sq
  · simp [Matrix.trace, Fin.sum_univ_succ]
```

The step `h` writes P out as one 4×4 matrix. The proof then compares P² with (p·p)·1 entry by entry: `fin_cases` runs through the index pairs, and each entry is a polynomial identity. Where the imaginary unit from σ₂ is squared, `Complex.I_sq` supplies i² = −1. The trace is the sum of four zeros.

With N = 4 and any s satisfying s² = p·p, the trace formula becomes

tr((P + m)ⁿ) = 2((m + s)ⁿ + (m − s)ⁿ).

```lean
/-- For Dirac matrices and `s² = p·p`, the trace of the `n`-th power of the slashed momentum
plus `m` is `2 ((m + s)ⁿ + (m - s)ⁿ)`. -/
theorem trace_diracSlash_pow (p : Fin 4 → ℂ) (s m : ℂ) (hs : s ^ 2 = minkowskiSq p) (n : ℕ) :
    ((diracSlash p + m • (1 : Matrix (Fin 4) (Fin 4) ℂ)) ^ n).trace
      = 2 * ((m + s) ^ n + (m - s) ^ n) := by
  obtain ⟨hP, hT⟩ := diracSlash_sq_and_trace p
  rw [← hs] at hP
  rw [trace_add_mass_pow (diracSlash p) s m hP hT n]
  push_cast
  ring
```

The hypothesis `hs` is the choice of square root. After it has been inserted into the formula for P², the general theorem applies directly. The result is stated for the chiral matrices, but `trace_add_mass_pow` applies equally to a slashed momentum in any other representation that has the same two properties.

The statement could also have been modelled without a square root, by assuming P² = q·1 and using q = p·p as the parameter. The same argument would then lead to

tr((P + m)ⁿ) = N·Σₖ C(n, 2k)·mⁿ⁻²ᵏ·qᵏ,

where k runs over the natural numbers with 2k ≤ n and C(n, 2k) is a binomial coefficient. This version makes it visible that the trace is a polynomial in m and p·p, and it needs no choice of sign. In exchange, the closed form with two powers is replaced by a sum whose length grows with n.

For a numerical example take p = (5, 0, 0, 3), in units where the speed of light is 1. Then

p·p = 25 − 9 = 16 = 4²,

so s = 4, and the trace is 2((m + 4)ⁿ + (m − 4)ⁿ). On shell, at m = 4, this equals 2·8ⁿ for n ≥ 1.

```lean
/-- The slashed momentum of `p = (5, 0, 0, 3)` is traceless and squares to `4²`. -/
theorem diracSlash_witness :
    diracSlash ![5, 0, 0, 3] * diracSlash ![5, 0, 0, 3]
      = ((4 : ℂ) ^ 2) • (1 : Matrix (Fin 4) (Fin 4) ℂ)
      ∧ (diracSlash ![5, 0, 0, 3]).trace = 0 := by
  have hs : minkowskiSq ![5, 0, 0, 3] = (4 : ℂ) ^ 2 := by
    simp [minkowskiSq]
    norm_num
  rw [← hs]
  exact diracSlash_sq_and_trace _

end

end SlashedMomentumTrace
```

`diracSlash_witness` records the two properties of this matrix: its square is 4²·1 and its trace is zero. It thus provides a concrete P with nonzero s to which the general theorem applies.

```lean
#print axioms SlashedMomentumTrace.trace_mul_add_mass_pow
#print axioms SlashedMomentumTrace.trace_formula_iff
#print axioms SlashedMomentumTrace.on_shell_pow
#print axioms SlashedMomentumTrace.trace_diracSlash_pow
```

```
'SlashedMomentumTrace.trace_mul_add_mass_pow' depends on axioms: [propext, Classical.choice, Quot.sound]
'SlashedMomentumTrace.trace_formula_iff' depends on axioms: [propext, Classical.choice, Quot.sound]
'SlashedMomentumTrace.on_shell_pow' depends on axioms: [propext, Classical.choice, Quot.sound]
'SlashedMomentumTrace.trace_diracSlash_pow' depends on axioms: [propext, Classical.choice, Quot.sound]
```
